# Highest-weight states of N spins-1/2: the dimension C(N,k) − C(N,k−1) for 1 ≤ k and 2k ≤ N+1

## Spin states as functions of subsets

Take $N$ spins-1/2, labelled by the elements of `Fin N`, and let a subset $S$ list the spins that point down. Amplitudes are restricted to real numbers here, so a state is a real function $f$ whose value $f(S)$ is the amplitude of that configuration. With complex amplitudes the dimensions below, counted over the complex numbers, are the same, because the operators used have real matrices. The inner product is $\langle f,g\rangle=\sum_S f(S)g(S)$, with $\|f\|^2=\langle f,f\rangle$, and $\hbar=1$. The spin operators written with the letter $S$ carry hats to keep them apart from sets.

The lowering operator $U=\hat S_-$ adds one down spin in all ways, and the raising operator $D=\hat S_+$ removes one:

$$(Uf)(T)=\sum_{p\in T} f(T\setminus\{p\}),\qquad (Df)(S)=\sum_{p\notin S} f(S\cup\{p\}).$$

The other two operators are

$$(\hat S_z f)(S)=\left(\tfrac N2-|S|\right)f(S),\qquad \hat S^2=UD+\hat S_z^2+\hat S_z.$$

Let $V_k$ be the space of states supported on $k$-subsets. The highest-weight states with $k$ down spins are the $f\in V_k$ with $Df=0$.

## What the theorems say

In Lean, a state has type `SpinState N`, which is `Finset (Fin N) → ℝ`. The operators $U$, $D$, $\hat S_z$, $\hat S^2$ are the linear maps `lower`, `raise`, `spinZ`, `spinSq`. The space $V_k$ is `sector N k`, and `highestWeight N k` is its intersection with the kernel of `raise N`. The inner product is written `⬝ᵥ`.

- `commutator`: $DU-UD$ multiplies $f(S)$ by $N-2|S|$.
- `finrank_highestWeight`: for $1\le k$ and $2k\le N+1$, the highest-weight space has dimension $\binom Nk-\binom N{k-1}$. The subtraction is between integers, so it is not truncated at zero.
- `mem_highestWeight_iff`: with $s=N/2-k$, the highest-weight states are exactly the solutions of $\hat S_z f=sf$ and $\hat S^2f=s(s+1)f$. For $2k\le N$ the dimension therefore counts independent spin eigenfunctions with total spin $s$ and maximal projection.
- `finrank_highestWeight_closed`: for $2k\le N+1$, including $k=0$, $(N+1)$ times the dimension equals $(N+1-2k)\binom{N+1}{k}$.

The model contains spin only: there are no spatial orbitals and no antisymmetrisation. The expression for $\hat S^2$ is taken as its definition and is not derived from the spin components. The theorems give the size of the space but no explicit basis for it.

## From the commutator to the dimension

**Adjointness.** A pair $(T,p)$ with $p\in T$ corresponds to a pair $(S,p)$ with $p\notin S$, through $S=T\setminus\{p\}$. Hence

$$\langle Uf,g\rangle=\sum_T\sum_{p\in T}f(T\setminus\{p\})g(T)=\sum_S\sum_{p\notin S}f(S)g(S\cup\{p\})=\langle f,Dg\rangle.$$

**Commutator.** In $(DUf)(S)$ one first adds some $p\notin S$ and then removes some $q\in S\cup\{p\}$. The choice $q=p$ restores $S$, and there are $N-|S|$ such terms. In $(UDf)(S)$ one removes $q\in S$ and then adds some $p\notin S\setminus\{q\}$; here $S$ is restored $|S|$ times. Thus

$$(DUf)(S)=(N-|S|)f(S)+R,\qquad (UDf)(S)=|S|f(S)+R,$$

with the same remainder $R=\sum_{p\notin S}\sum_{q\in S}f((S\setminus\{q\})\cup\{p\})$. Subtraction gives $(N-2|S|)f(S)$.

**Raising is onto $V_m$ when $2m<N$.** Let $2m<N$ and $f\in V_m$. Since $U$ maps $V_m$ into $V_{m+1}$ and $D$ maps back, $DU$ acts within $V_m$, and

$$\langle f,DUf\rangle=\langle f,UDf\rangle+(N-2m)\|f\|^2=\|Df\|^2+(N-2m)\|f\|^2.$$

If $DUf=0$, both nonnegative terms vanish, so $f=0$. An injective linear map of a finite-dimensional space to itself is onto. Every $g\in V_m$ is therefore $D(Uf)$ for some $f\in V_m$, which shows that $D$ maps $V_{m+1}$ onto $V_m$.

**Counting.** Put $k=m+1$; then $2m<N$ is the condition $2k\le N+1$. Since $\dim V_k=\binom Nk$, rank-nullity for $D:V_k\to V_{k-1}$ gives

$$\dim(V_k\cap\ker D)=\binom Nk-\binom N{k-1}.$$

**Spin eigenvalues.** The equation $\hat S_zf=sf$ reads $(|S|-k)f(S)=0$ for all $S$, which is $f\in V_k$. For such $f$, $\hat S^2f=UDf+s(s+1)f$. The eigenvalue equation for $\hat S^2$ is then $UDf=0$. This follows from $Df=0$, and it implies $Df=0$ because $\|Df\|^2=\langle UDf,f\rangle=0$.

**Closed form.** For $k=m+1$ write $a=\binom N{m+1}$ and $b=\binom Nm$, so that $\binom{N+1}{m+1}=a+b$ and $(m+1)a=(N-m)b$. Then

$$(N+1)(a-b)-(N-1-2m)(a+b)=2(m+1)a-2(N-m)b=0.$$

For $k=0$ nothing can be raised, the dimension is 1, and both sides equal $N+1$.

## Two spins, and one

For $N=2$, $k=1$ the dimension is $2-1=1$. The condition $Df=0$ is $f(\{0\})+f(\{1\})=0$, whose normalised solution is the singlet $(|\downarrow\uparrow\rangle-|\uparrow\downarrow\rangle)/\sqrt2$, up to sign.

The smallest case of the difference formula is $N=k=1$, where it gives $1-1=0$: with only one spin in the system, $D$ turns the down state into the up state, so no nonzero state in $V_1$ is annihilated. The same zero appears whenever $2k=N+1$.

## Counting configuration state functions

In configuration interaction, for $2k\le N$, the dimension of the highest-weight space counts the independent couplings of the spins in $N$ singly occupied orbitals to total spin $N/2-k$, for one fixed spatial occupation and one fixed spin projection. The theorems treat the maximal projection $s=N/2-k$. Every other projection from $-s$ to $s$ gives the same count, since each multiplet has one member at each such projection, but that step is not proved here. Six open shells have $\binom63=20$ determinants with equal numbers of up and down spins, but only $20-15=5$ singlets. A program that diagonalises $\hat S^2$ among these 20 determinants should find the eigenvalue 0 five times. It can also build the singlets as the null space of the $15\times20$ matrix of $D$. Depending on how the creation operators are ordered, the matrix elements of $D$ between determinants may carry signs; the count is the same.

## The Lean file

```lean
import Mathlib

open Finset Matrix Module

namespace SpinEigenfunctionCount

noncomputable section

/-- Real spin states of `N` spins-1/2: an amplitude for each set of down spins. -/
abbrev SpinState (N : ℕ) := Finset (Fin N) → ℝ

/-- The lowering operator `S₋` (the map `U`): it adds one down spin in all ways. -/
def lower (N : ℕ) : SpinState N →ₗ[ℝ] SpinState N where
  toFun f T := ∑ p ∈ T, f (T.erase p)
  map_add' f g := by ext T; simp [Finset.sum_add_distrib]
  map_smul' c f := by ext T; simp [Finset.mul_sum]

/-- The raising operator `S₊` (the map `D`): it removes one down spin in all ways. -/
def raise (N : ℕ) : SpinState N →ₗ[ℝ] SpinState N where
  toFun f S := ∑ p ∈ Sᶜ, f (insert p S)
  map_add' f g := by ext T; simp [Finset.sum_add_distrib]
  map_smul' c f := by ext T; simp [Finset.mul_sum]

/-- The spin projection `S_z`, in units of `ħ`. -/
def spinZ (N : ℕ) : SpinState N →ₗ[ℝ] SpinState N where
  toFun f S := ((N : ℝ) / 2 - (S.card : ℝ)) * f S
  map_add' f g := by ext T; simp [mul_add]
  map_smul' c f := by ext T; simp [mul_left_comm]

/-- The total spin operator `S² = S₋ S₊ + S_z² + S_z`. -/
def spinSq (N : ℕ) : SpinState N →ₗ[ℝ] SpinState N :=
  (lower N).comp (raise N) + (spinZ N).comp (spinZ N) + spinZ N

/-- The states with exactly `k` down spins. -/
def sector (N k : ℕ) : Submodule ℝ (SpinState N) where
  carrier := {f | ∀ S : Finset (Fin N), S.card ≠ k → f S = 0}
  add_mem' {f g} hf hg S h := by
    change f S + g S = 0
    rw [hf S h, hg S h, add_zero]
  zero_mem' _ _ := rfl
  smul_mem' c f hf S h := by
    change c * f S = 0
    rw [hf S h, mul_zero]

/-- The states with `k` down spins that are annihilated by the raising operator. -/
def highestWeight (N k : ℕ) : Submodule ℝ (SpinState N) :=
  sector N k ⊓ LinearMap.ker (raise N)

/-- The raising operator is the adjoint of the lowering operator. -/
theorem lower_adjoint {N : ℕ} (f g : SpinState N) :
    lower N f ⬝ᵥ g = f ⬝ᵥ raise N g := by
  change ∑ T, (∑ p ∈ T, f (T.erase p)) * g T = ∑ S, f S * ∑ p ∈ Sᶜ, g (insert p S)
  simp only [Finset.sum_mul, Finset.mul_sum]
  rw [Finset.sum_sigma', Finset.sum_sigma']
  -- pairs (T, p ∈ T) correspond to pairs (S, p ∉ S) with S = T without p
  refine Finset.sum_bij' (fun x _ => ⟨x.1.erase x.2, x.2⟩)
    (fun x _ => ⟨insert x.2 x.1, x.2⟩) ?_ ?_ ?_ ?_ ?_
  · rintro ⟨T, p⟩ h
    simp
  · rintro ⟨S, p⟩ h
    simp
  · rintro ⟨T, p⟩ h
    have hp : p ∈ T := by simpa using h
    simp [Finset.insert_erase hp]
  · rintro ⟨S, p⟩ h
    have hp : p ∉ S := by simpa using h
    simp [Finset.erase_insert hp]
  · rintro ⟨T, p⟩ h
    have hp : p ∈ T := by simpa using h
    simp [Finset.insert_erase hp]

/-- The commutator `S₊ S₋ - S₋ S₊` multiplies the amplitude of a set `S` of down spins
by `N - 2 |S|`. -/
theorem commutator {N : ℕ} (f : SpinState N) (S : Finset (Fin N)) :
    raise N (lower N f) S - lower N (raise N f) S = ((N : ℝ) - 2 * (S.card : ℝ)) * f S := by
  change ∑ p ∈ Sᶜ, ∑ q ∈ insert p S, f ((insert p S).erase q)
    - ∑ q ∈ S, ∑ p ∈ (S.erase q)ᶜ, f (insert p (S.erase q)) = _
  -- in both orders, split off the term that restores S
  have h1 : ∀ p ∈ Sᶜ, ∑ q ∈ insert p S, f ((insert p S).erase q)
      = f S + ∑ q ∈ S, f (insert p (S.erase q)) := by
    intro p hp
    have hp' : p ∉ S := by simpa using hp
    rw [Finset.sum_insert hp', Finset.erase_insert hp']
    congr 1
    refine Finset.sum_congr rfl fun q hq => ?_
    have hpq : p ≠ q := fun e => hp' (e ▸ hq)
    rw [Finset.erase_insert_of_ne hpq]
  have h2 : ∀ q ∈ S, ∑ p ∈ (S.erase q)ᶜ, f (insert p (S.erase q))
      = f S + ∑ p ∈ Sᶜ, f (insert p (S.erase q)) := by
    intro q hq
    rw [Finset.compl_erase, Finset.sum_insert (by simpa using hq), Finset.insert_erase hq]
  have h3 : ∑ p ∈ Sᶜ, ∑ q ∈ S, f (insert p (S.erase q))
      = ∑ q ∈ S, ∑ p ∈ Sᶜ, f (insert p (S.erase q)) := Finset.sum_comm
  have hc : ((Sᶜ).card : ℝ) = (N : ℝ) - (S.card : ℝ) := by
    rw [Finset.card_compl, Fintype.card_fin, Nat.cast_sub (by simpa using S.card_le_univ)]
  rw [Finset.sum_congr rfl h1, Finset.sum_congr rfl h2, Finset.sum_add_distrib,
    Finset.sum_add_distrib, Finset.sum_const, Finset.sum_const, nsmul_eq_mul, nsmul_eq_mul, hc]
  linear_combination h3

/-- Lowering takes states with `m` down spins to states with `m + 1`. -/
theorem lower_mem {N m : ℕ} {f : SpinState N} (hf : f ∈ sector N m) :
    lower N f ∈ sector N (m + 1) := by
  intro S h
  refine Finset.sum_eq_zero fun p hp => hf _ ?_
  have := Finset.card_erase_add_one hp
  omega

/-- Raising takes states with `m + 1` down spins to states with `m`. -/
theorem raise_mem {N m : ℕ} {f : SpinState N} (hf : f ∈ sector N (m + 1)) :
    raise N f ∈ sector N m := by
  intro S h
  refine Finset.sum_eq_zero fun p hp => hf _ ?_
  have := Finset.card_insert_of_notMem (Finset.mem_compl.1 hp)
  omega

/-- The states with `k` down spins form a space of dimension `C(N,k)`. -/
theorem finrank_sector (N k : ℕ) : finrank ℝ (sector N k) = N.choose k := by
  let e : sector N k ≃ₗ[ℝ] ({S : Finset (Fin N) // S.card = k} → ℝ) :=
    { toFun := fun f S => f.1 S.1
      map_add' := fun _ _ => rfl
      map_smul' := fun _ _ => rfl
      invFun := fun g => ⟨fun S => if h : S.card = k then g ⟨S, h⟩ else 0,
        fun S h => dif_neg h⟩
      left_inv := fun f => by
        apply Subtype.ext
        funext S
        by_cases h : S.card = k
        · simp [h]
        · simp [h, f.2 S h]
      right_inv := fun g => by
        funext S
        simp [S.2] }
  rw [e.finrank_eq, Module.finrank_fintype_fun_eq_card, Fintype.card_finset_len,
    Fintype.card_fin]

/-- If `g` has exactly `m` down spins and `2m < N`, then `g` is obtained by raising a state with one
more down spin. -/
theorem raise_surjective {N m : ℕ} (h : 2 * m < N) {g : SpinState N} (hg : g ∈ sector N m) :
    ∃ f ∈ sector N (m + 1), raise N f = g := by
  let A : sector N m →ₗ[ℝ] sector N m :=
    ((raise N).comp (lower N)).restrict (fun f hf => raise_mem (lower_mem hf))
  have hA : Function.Injective A := by
    rw [← LinearMap.ker_eq_bot, LinearMap.ker_eq_bot']
    intro f hf
    have h0 : raise N (lower N f.1) = 0 := congrArg Subtype.val hf
    have h1 : lower N (raise N f.1) + ((N : ℝ) - 2 * m) • f.1 = 0 := by
      rw [← h0]
      funext S
      have hc := commutator f.1 S
      change lower N (raise N f.1) S + ((N : ℝ) - 2 * m) * f.1 S = _
      by_cases c : S.card = m
      · rw [c] at hc
        linarith
      · rw [f.2 S c] at hc ⊢
        linarith
    -- the expectation value is a sum of two nonnegative terms
    have h2 : raise N f.1 ⬝ᵥ raise N f.1 + ((N : ℝ) - 2 * m) * (f.1 ⬝ᵥ f.1) = 0 := by
      rw [← lower_adjoint, ← smul_eq_mul, ← smul_dotProduct, ← add_dotProduct, h1,
        zero_dotProduct]
    have hn : ∀ v : SpinState N, 0 ≤ v ⬝ᵥ v :=
      fun v => Finset.sum_nonneg fun i _ => mul_self_nonneg (v i)
    have hpos : 0 < (N : ℝ) - 2 * m := by
      have : (2 * m : ℝ) < N := by exact_mod_cast h
      linarith
    have h3 : ((N : ℝ) - 2 * m) * (f.1 ⬝ᵥ f.1) = 0 :=
      le_antisymm (by linarith [hn (raise N f.1)]) (mul_nonneg hpos.le (hn _))
    exact Subtype.ext (dotProduct_self_eq_zero.1 ((mul_eq_zero.1 h3).resolve_left hpos.ne'))
  obtain ⟨f, hf⟩ := LinearMap.injective_iff_surjective.1 hA ⟨g, hg⟩
  exact ⟨lower N f.1, lower_mem f.2, congrArg Subtype.val hf⟩

/-- The highest-weight states with `k` down spins among `N` form a space of dimension
`C(N,k) - C(N,k-1)`, for `1 ≤ k` and `2k ≤ N + 1`. -/
theorem finrank_highestWeight {N k : ℕ} (hk : 1 ≤ k) (h : 2 * k ≤ N + 1) :
    (finrank ℝ (highestWeight N k) : ℤ) = (N.choose k : ℤ) - (N.choose (k - 1) : ℤ) := by
  obtain ⟨m, rfl⟩ := Nat.exists_eq_add_of_le' hk
  let L := (raise N).domRestrict (sector N (m + 1))
  have hr : LinearMap.range L = sector N m := by
    ext g
    constructor
    · rintro ⟨f, rfl⟩
      exact raise_mem f.2
    · intro hg
      obtain ⟨f, hf, e⟩ := raise_surjective (by omega) hg
      exact ⟨⟨f, hf⟩, e⟩
  have hker : highestWeight N (m + 1) = (LinearMap.ker L).map (sector N (m + 1)).subtype := by
    ext f
    constructor
    · rintro ⟨hf, h0⟩
      exact ⟨⟨f, hf⟩, h0, rfl⟩
    · rintro ⟨g, h0, rfl⟩
      exact ⟨g.2, h0⟩
  -- rank-nullity for the raising operator between neighbouring sectors
  have rank := L.finrank_range_add_finrank_ker
  rw [hr, finrank_sector, finrank_sector] at rank
  rw [hker, Submodule.finrank_map_subtype_eq, Nat.add_sub_cancel]
  omega

/-- With `s = N/2 - k`, the highest-weight states with `k` down spins are exactly the states
with `S_z = s` and `S² = s(s+1)`. -/
theorem mem_highestWeight_iff {N k : ℕ} (f : SpinState N) :
    f ∈ highestWeight N k ↔ spinZ N f = ((N : ℝ) / 2 - k) • f ∧
      spinSq N f = (((N : ℝ) / 2 - k) * ((N : ℝ) / 2 - k + 1)) • f := by
  have hs : f ∈ sector N k ↔ spinZ N f = ((N : ℝ) / 2 - k) • f := by
    constructor
    · intro h
      funext S
      change ((N : ℝ) / 2 - (S.card : ℝ)) * f S = ((N : ℝ) / 2 - k) * f S
      by_cases c : S.card = k
      · rw [c]
      · rw [h S c, mul_zero, mul_zero]
    · intro h S c
      have h1 : ((N : ℝ) / 2 - (S.card : ℝ)) * f S = ((N : ℝ) / 2 - k) * f S := congrFun h S
      have c' : (S.card : ℝ) - k ≠ 0 := sub_ne_zero.2 (by exact_mod_cast c)
      have h2 : ((S.card : ℝ) - k) * f S = 0 := by linear_combination -h1
      exact (mul_eq_zero.1 h2).resolve_left c'
  have key : spinZ N f = ((N : ℝ) / 2 - k) • f → spinSq N f =
      lower N (raise N f) + (((N : ℝ) / 2 - k) * ((N : ℝ) / 2 - k + 1)) • f := by
    intro hz
    change lower N (raise N f) + spinZ N (spinZ N f) + spinZ N f = _
    rw [hz, map_smul, hz]
    module
  constructor
  · rintro ⟨hf, h0⟩
    have hz := hs.1 hf
    refine ⟨hz, ?_⟩
    rw [key hz, LinearMap.mem_ker.1 h0, map_zero, zero_add]
  · rintro ⟨hz, hq⟩
    refine ⟨hs.2 hz, LinearMap.mem_ker.2 ?_⟩
    rw [key hz] at hq
    have h0 : lower N (raise N f) = 0 := by simpa using hq
    -- the squared norm of the raised state vanishes
    apply dotProduct_self_eq_zero.1
    rw [← lower_adjoint, h0, zero_dotProduct]

/-- Closed form of the count: `(N+1) dim = (N+1-2k) C(N+1,k)` for the highest-weight states
with `k` down spins, `2k ≤ N + 1`. -/
theorem finrank_highestWeight_closed {N k : ℕ} (h : 2 * k ≤ N + 1) :
    ((N : ℤ) + 1) * (finrank ℝ (highestWeight N k) : ℤ)
      = ((N : ℤ) + 1 - 2 * k) * ((N + 1).choose k : ℤ) := by
  rcases k with _ | m
  · -- without down spins every state is annihilated by raising
    have h0 : highestWeight N 0 = sector N 0 := by
      refine le_antisymm inf_le_left fun f hf => ⟨hf, LinearMap.mem_ker.2 ?_⟩
      funext S
      refine Finset.sum_eq_zero fun p hp => hf _ ?_
      have := Finset.card_insert_of_notMem (Finset.mem_compl.1 hp)
      omega
    rw [h0, finrank_sector]
    simp
  · have hm : m ≤ N := by omega
    have hb : (N.choose (m + 1) : ℤ) * ((m : ℤ) + 1) = (N.choose m : ℤ) * ((N : ℤ) - m) := by
      have := Nat.choose_succ_right_eq N m
      rw [← Nat.cast_sub hm]
      exact_mod_cast this
    rw [finrank_highestWeight (by omega) h, Nat.add_sub_cancel, Nat.choose_succ_succ' N m]
    push_cast
    linear_combination 2 * hb

end

end SpinEigenfunctionCount
```

```lean
#print axioms SpinEigenfunctionCount.finrank_highestWeight
-- 'SpinEigenfunctionCount.finrank_highestWeight' depends on axioms: [propext, Classical.choice, Quot.sound]
#print axioms SpinEigenfunctionCount.mem_highestWeight_iff
-- 'SpinEigenfunctionCount.mem_highestWeight_iff' depends on axioms: [propext, Classical.choice, Quot.sound]
#print axioms SpinEigenfunctionCount.finrank_highestWeight_closed
-- 'SpinEigenfunctionCount.finrank_highestWeight_closed' depends on axioms: [propext, Classical.choice, Quot.sound]
```

## How the proof follows the derivation

`lower_adjoint` turns both double sums into sums over pairs. `Finset.sum_bij'` then matches them by erasing and inserting $p$.

In `commutator`, `h1` and `h2` split off the terms that restore $S$, `h3` exchanges the order of summation in $R$, and `hc` supplies the number $N-|S|$ of up spins. The final `linear_combination h3` cancels the remainders.

`lower_mem` and `raise_mem` track the number of down spins. `finrank_sector` identifies $V_k$ with the functions on $k$-subsets, extended by zero elsewhere, and counts those subsets.

`raise_surjective` restricts $DU$ to a map `A` on $V_m$. For $f$ in its kernel, `h1` is the commutator relation $UDf+(N-2m)f=0$, and `h2` is its inner product with $f$, rewritten by adjointness. Positivity gives `h3`, hence $f=0$. `LinearMap.injective_iff_surjective` then provides the preimage, and one application of `lower` produces the state to be raised.

`finrank_highestWeight` writes $k=m+1$ and restricts `raise` to $V_{m+1}$, calling the result `L`. The step `hr` shows that its range is $V_m$, and `hker` identifies its kernel with the highest-weight space. The equation `rank` is rank-nullity, from which `omega` extracts the difference.

In `mem_highestWeight_iff`, `hs` translates membership of $V_k$ into the $\hat S_z$ equation, and `key` is the formula for $\hat S^2f$. The converse direction ends with the vanishing norm of $Df$.

`finrank_highestWeight_closed` treats $k=0$ separately. For $k=m+1$, `hb` is the relation between neighbouring binomials, and `linear_combination 2 * hb` is the cancellation displayed above.
